# On a finite grid, the basis-set effective interaction keeps the true expectation value in the basis-set state that defines it

Take a grid of two points and a one-electron basis that holds only the constant function. Let the pair interaction be $a$ when both electrons sit on the same point and $b$ when they don't. In the normalised state with amplitude $1/2$ on each of the four pairs of points, projection onto the basis replaces the interaction by $(a+b)/2$ everywhere. The contact value changes whenever $a\ne b$, but the expectation value is $(a+b)/2$ before and after.

I meet the same construction in density-based basis-set correction, where an effective interaction $W$ describes how a finite basis sees the true interaction $w$. For a real two-electron state $s$ inside the basis, I'd expect $W$ and $w$ to have the same expectation value in $s$, and $W$ to become $w$ when the basis is complete. Can both claims be stated precisely and checked in Lean 4 with Mathlib?

## The projection moves from the interaction onto the state

Yes, for a finite grid and a basis described by a real orthogonal projection $P$. Write $s_{ij}$ for the amplitude with electron 1 at point $i$ and electron 2 at point $j$, and $(ws)_{ij}=w_{ij}s_{ij}$. Projecting both electrons of a two-electron function $X$ gives

$$((P\otimes P)X)_{ij}=\sum_{k,l}P_{ik}P_{jl}X_{kl}=(PXP^{T})_{ij}.$$

The effective interaction is defined by $Ws=(P\otimes P)(ws)$, where $Ws$ is again a pointwise product. If $s$ has no zeros, division gives $W=((P\otimes P)(ws))/s$.

With the inner product $\langle X,Y\rangle=\sum_{i,j}X_{ij}Y_{ij}=\operatorname{tr}(X^{T}Y)$ and $P^T=P$, cyclicity of the trace gives, for any two-electron function $T$,

$$\langle T,PXP\rangle=\operatorname{tr}(T^{T}PXP)=\operatorname{tr}(PT^{T}PX)=\langle PTP,X\rangle.$$

So for every $t$ with $(P\otimes P)t=t$,

$$\langle t,Ws\rangle=\langle t,(P\otimes P)(ws)\rangle=\langle (P\otimes P)t,ws\rangle=\langle t,ws\rangle.$$

If $s$ itself is fixed by $P\otimes P$, the choice $t=s$ gives $\sum_{i,j} s_{ij}^2W_{ij}=\sum_{i,j} s_{ij}^2w_{ij}$. For a normalised state these sums are the expectation values; for any other nonzero $s$, divide both by $\sum_{i,j} s_{ij}^2$.

The projection also can't lengthen $ws$. Put $X=ws$ and $Y=PXP$. Since $P^2=P$, we have $PYP=Y$, hence $\langle X,Y\rangle=\langle X,PYP\rangle=\langle PXP,Y\rangle=\langle Y,Y\rangle$, and

$$0\le\langle X-Y,X-Y\rangle=\langle X,X\rangle-2\langle X,Y\rangle+\langle Y,Y\rangle=\langle X,X\rangle-\langle Y,Y\rangle.$$

## Only a complete basis returns every interaction unchanged

Let $s$ have no zeros. If $P=1$, then $Ws=ws$, and dividing by $s$ gives $W=w$.

Conversely, suppose that $W=w$ for every $w$. Test the contact interaction $w_{ij}=\delta_{ij}/s_{ij}$, for which $ws$ is the identity matrix. Its projection is $PP^{T}$, so $PP^{T}=1$. With $P^2=P$ this gives $P=P(PP^T)=(PP)P^T=PP^T=1$.

The words "for every $w$" matter here. A constant interaction $w=c$ gives $ws=cs$, so it survives any projection that fixes $s$, complete or not.

The two-point example extends to $N\ge1$ points. Let every entry of $P$ be $1/N$. Then $(P^2)_{ij}=N\cdot N^{-2}=1/N$, and projecting the function $s=1$ gives $N^2\cdot N^{-2}=1$, so $s$ is fixed. Projecting $w$ gives its average $N^{-2}\sum_{k,l}w_{kl}$ at every pair of points. The normalised state has amplitude $1/N$, and rescaling $s$ leaves $W$ unchanged.

## The Lean file

```lean
import Mathlib

open Matrix

namespace BasisSetEffectiveInteraction

noncomputable section

variable {n : Type*} [Fintype n]

/-- The action of `P ⊗ P` on a two-electron function `X` on the grid, whose row and column
indices are the positions of the two electrons. -/
def pairProject (P X : Matrix n n ℝ) : Matrix n n ℝ := P * X * Pᵀ

/-- The product `w s` of a local pair interaction and a two-electron function. -/
def applyInteraction (w s : Matrix n n ℝ) : Matrix n n ℝ :=
  Matrix.of fun i j => w i j * s i j

/-- The inner product of two real two-electron functions on the grid. -/
def pairInner (X Y : Matrix n n ℝ) : ℝ := ∑ i, ∑ j, X i j * Y i j

/-- `W` is an effective interaction for `w` in the basis `P` and the state `s`: as a local
interaction it acts on `s` as the projected interaction does, `W s = (P ⊗ P)(w s)`. -/
def IsEffective (P w s W : Matrix n n ℝ) : Prop :=
  applyInteraction W s = pairProject P (applyInteraction w s)

/-- In components, `P ⊗ P` acts with one factor of `P` on each electron. -/
theorem pairProject_apply (P X : Matrix n n ℝ) (i j : n) :
    pairProject P X i j = ∑ k, ∑ l, P i k * P j l * X k l := by
  simp only [pairProject, Matrix.mul_apply, Matrix.transpose_apply, Finset.sum_mul]
  rw [Finset.sum_comm]
  exact Finset.sum_congr rfl fun k _ => Finset.sum_congr rfl fun l _ => by ring

/-- For a nowhere-zero state `s`, the effective interaction is the quotient
`(P ⊗ P)(w s) / s` at every pair of grid points. -/
theorem isEffective_iff_quotient {P w s W : Matrix n n ℝ} (hs : ∀ i j, s i j ≠ 0) :
    IsEffective P w s W ↔
      ∀ i j, W i j = pairProject P (applyInteraction w s) i j / s i j := by
  constructor
  · intro h i j
    rw [eq_div_iff (hs i j)]
    exact congrFun (congrFun h i) j
  · intro h
    unfold IsEffective
    ext i j
    change W i j * s i j = _
    rw [h i j, div_mul_cancel₀ _ (hs i j)]

/-- For symmetric `P`, the operator `P ⊗ P` is self-adjoint on two-electron functions. -/
theorem pairInner_pairProject {P : Matrix n n ℝ} (hP : Pᵀ = P) (T X : Matrix n n ℝ) :
    pairInner T (pairProject P X) = pairInner (pairProject P T) X := by
  -- the grid inner product is a trace, and the trace is cyclic
  have htr : ∀ A B : Matrix n n ℝ, pairInner A B = Matrix.trace (Aᵀ * B) := by
    intro A B
    simp only [pairInner, Matrix.trace, Matrix.diag_apply, Matrix.mul_apply,
      Matrix.transpose_apply]
    exact Finset.sum_comm
  rw [htr, htr]
  simp only [pairProject, hP, Matrix.transpose_mul]
  calc Matrix.trace (Tᵀ * (P * X * P)) = Matrix.trace ((Tᵀ * P * X) * P) := by
        simp only [Matrix.mul_assoc]
    _ = Matrix.trace (P * (Tᵀ * P * X)) := Matrix.trace_mul_comm _ _
    _ = _ := by simp only [Matrix.mul_assoc]

/-- For symmetric `P`, the effective and the true interaction have the same matrix element
between `s` and every two-electron function `t` fixed by `P ⊗ P`. -/
theorem matrixElement_eq {P w s W t : Matrix n n ℝ} (hP : Pᵀ = P)
    (ht : pairProject P t = t) (hW : IsEffective P w s W) :
    ∑ i, ∑ j, t i j * (W i j * s i j) = ∑ i, ∑ j, t i j * (w i j * s i j) := by
  change pairInner t (applyInteraction W s) = pairInner t (applyInteraction w s)
  unfold IsEffective at hW
  rw [hW, pairInner_pairProject hP, ht]

/-- For symmetric `P` and a state `s` fixed by `P ⊗ P`, the effective interaction has the
same expectation value in `s` as the true interaction. -/
theorem expectation_eq {P w s W : Matrix n n ℝ} (hP : Pᵀ = P)
    (hs : pairProject P s = s) (hW : IsEffective P w s W) :
    ∑ i, ∑ j, s i j ^ 2 * W i j = ∑ i, ∑ j, s i j ^ 2 * w i j := by
  have hsq : ∀ V : Matrix n n ℝ,
      ∑ i, ∑ j, s i j ^ 2 * V i j = ∑ i, ∑ j, s i j * (V i j * s i j) := fun V =>
    Finset.sum_congr rfl fun i _ => Finset.sum_congr rfl fun j _ => by ring
  rw [hsq, hsq]
  exact matrixElement_eq hP hs hW

/-- For an orthogonal projection `P` and an effective interaction `W` for `w` in the basis `P` and
the state `s`, the function `W s` has at most the norm of `w s`. -/
theorem norm_sq_le {P w s W : Matrix n n ℝ} (hP : Pᵀ = P) (hPP : P * P = P)
    (hW : IsEffective P w s W) :
    ∑ i, ∑ j, (W i j * s i j) ^ 2 ≤ ∑ i, ∑ j, (w i j * s i j) ^ 2 := by
  have hsq : ∀ V : Matrix n n ℝ, ∑ i, ∑ j, (V i j * s i j) ^ 2 =
      pairInner (applyInteraction V s) (applyInteraction V s) := fun V =>
    Finset.sum_congr rfl fun i _ => Finset.sum_congr rfl fun j _ => pow_two _
  rw [hsq, hsq]
  unfold IsEffective at hW
  rw [hW]
  generalize applyInteraction w s = X
  have hidem : pairProject P (pairProject P X) = pairProject P X := by
    simp only [pairProject, hP]
    calc P * (P * X * P) * P = (P * P) * X * (P * P) := by noncomm_ring
      _ = P * X * P := by rw [hPP]
  have hcross : pairInner X (pairProject P X) =
      pairInner (pairProject P X) (pairProject P X) := by
    rw [← pairInner_pairProject hP X (pairProject P X), hidem]
  -- the part of `w s` outside the basis has non-negative squared norm
  have hpos : 0 ≤ pairInner (X - pairProject P X) (X - pairProject P X) :=
    Finset.sum_nonneg fun i _ => Finset.sum_nonneg fun j _ => mul_self_nonneg _
  have hexp : pairInner (X - pairProject P X) (X - pairProject P X) =
      pairInner X X - 2 * pairInner X (pairProject P X) +
        pairInner (pairProject P X) (pairProject P X) := by
    simp only [pairInner, Matrix.sub_apply, Finset.mul_sum, ← Finset.sum_sub_distrib,
      ← Finset.sum_add_distrib]
    exact Finset.sum_congr rfl fun i _ => Finset.sum_congr rfl fun j _ => by ring
  linarith

/-- For idempotent `P` and a nowhere-zero state `s`, the effective interaction equals the true
one pointwise for every interaction exactly when the basis is complete, `P = 1`. -/
theorem eq_true_interaction_iff [DecidableEq n] {P s : Matrix n n ℝ} (hPP : P * P = P)
    (hs : ∀ i j, s i j ≠ 0) :
    (∀ w W, IsEffective P w s W → W = w) ↔ P = 1 := by
  constructor
  · intro h
    -- test the interaction for which `w s` is the identity matrix
    let w : Matrix n n ℝ := Matrix.of fun i j => (1 : Matrix n n ℝ) i j / s i j
    let W : Matrix n n ℝ :=
      Matrix.of fun i j => pairProject P (applyInteraction w s) i j / s i j
    have hw : applyInteraction w s = 1 := by
      ext i j
      exact div_mul_cancel₀ _ (hs i j)
    have hW : IsEffective P w s W := (isEffective_iff_quotient hs).2 fun _ _ => rfl
    have hWw : W = w := h w W hW
    rw [hWw] at hW
    unfold IsEffective at hW
    rw [hw] at hW
    have h1 : P * Pᵀ = 1 := by
      simpa only [pairProject, Matrix.mul_one] using hW.symm
    calc P = P * (P * Pᵀ) := by rw [h1, Matrix.mul_one]
      _ = (P * P) * Pᵀ := (Matrix.mul_assoc _ _ _).symm
      _ = 1 := by rw [hPP, h1]
  · intro hP w W hW
    unfold IsEffective at hW
    simp only [hP, pairProject, Matrix.transpose_one, Matrix.mul_one, Matrix.one_mul] at hW
    ext i j
    exact mul_right_cancel₀ (hs i j) (congrFun (congrFun hW i) j)

/-- On a non-empty grid of `N` points, the matrix with all entries `1/N` is an orthogonal
projection that fixes the constant state `s = 1`, and the average of `w` over all pairs of
points is an effective interaction for it. -/
theorem constant_basis_witness [Nonempty n] (w : Matrix n n ℝ) :
    let N : ℝ := Fintype.card n
    let P : Matrix n n ℝ := Matrix.of fun _ _ => N⁻¹
    let s : Matrix n n ℝ := Matrix.of fun _ _ => 1
    Pᵀ = P ∧ P * P = P ∧ pairProject P s = s ∧
      IsEffective P w s (Matrix.of fun _ _ => (∑ k, ∑ l, w k l) / N ^ 2) := by
  intro N P s
  have hN : (Fintype.card n : ℝ) ≠ 0 := Nat.cast_ne_zero.mpr Fintype.card_ne_zero
  refine ⟨rfl, ?_, ?_, ?_⟩
  · ext i j
    rw [Matrix.mul_apply]
    simp only [P, N, Matrix.of_apply, Finset.sum_const, Finset.card_univ, nsmul_eq_mul]
    field_simp
  · ext i j
    rw [pairProject_apply]
    simp only [P, N, s, Matrix.of_apply, Finset.sum_const, Finset.card_univ, nsmul_eq_mul]
    field_simp
  · unfold IsEffective
    ext i j
    rw [pairProject_apply]
    simp only [P, s, applyInteraction, Matrix.of_apply, mul_one, ← Finset.mul_sum]
    ring

end

end BasisSetEffectiveInteraction
```

```lean
#print axioms BasisSetEffectiveInteraction.expectation_eq
-- 'BasisSetEffectiveInteraction.expectation_eq' depends on axioms: [propext, Classical.choice, Quot.sound]
#print axioms BasisSetEffectiveInteraction.norm_sq_le
-- 'BasisSetEffectiveInteraction.norm_sq_le' depends on axioms: [propext, Classical.choice, Quot.sound]
#print axioms BasisSetEffectiveInteraction.eq_true_interaction_iff
-- 'BasisSetEffectiveInteraction.eq_true_interaction_iff' depends on axioms: [propext, Classical.choice, Quot.sound]
```

## What the definitions and hypotheses say

The finite type `n` is the set of grid points, and `Matrix n n ℝ` serves for four different things: the one-electron projection `P`, the state `s`, and the interactions `w` and `W`. For the last three, the row is the position of electron 1 and the column that of electron 2. `applyInteraction` is the pointwise product, `pairProject` is $P\otimes P$, and `pairInner` is the grid inner product.

`IsEffective P w s W` is the relation $Ws=(P\otimes P)(ws)$. The hypothesis `Pᵀ = P` makes $P$ symmetric and `P * P = P` makes it idempotent; together they describe the orthogonal projection onto the span of the orbitals. The condition `pairProject P s = s` says that the state can be expanded in products of those orbitals.

`expectation_eq` needs symmetry of $P$, the fixed state and the defining relation. `norm_sq_le` needs both projection conditions, and `eq_true_interaction_iff` needs idempotence and a state without zeros.

The sums carry no quadrature weights, and neither $s$ nor $w$ has to be symmetric under exchange. An antisymmetric spatial function vanishes at $i=j$, so the results for nowhere-zero states leave triplets out; `expectation_eq` still applies to them whenever some $W$ satisfies the relation. The continuum limit, the Coulomb singularity, states of more than two electrons and the correction functional lie beyond this model.

## How the lemmas carry the argument

`pairProject_apply` turns the matrix product into the double sum over `k` and `l`. `isEffective_iff_quotient` multiplies or divides by the nonzero number `s i j`.

In `pairInner_pairProject`, the auxiliary statement `htr` writes the inner product as a trace, and `Matrix.trace_mul_comm` supplies the cyclic step. `matrixElement_eq` then follows the chain for $\langle t,Ws\rangle$ in a single line of rewrites: insert the defining relation, move the projection to the left, and use that $t$ is fixed. `expectation_eq` sets $t=s$ after rearranging $s^2W$ as $s(Ws)$.

In `norm_sq_le`, `hidem` is $PYP=Y$, `hcross` is $\langle X,Y\rangle=\langle Y,Y\rangle$, `hpos` is the non-negative square and `hexp` its expansion; `linarith` combines them. The forward half of `eq_true_interaction_iff` builds the contact interaction and obtains $PP^T=1$ as `h1`, and the closing `calc` is the computation of $P$ above. The other half cancels `s i j`. `constant_basis_witness` evaluates the constant sums.

## Where $W$ appears in a calculation

A basis-set correction program contracts the two-electron integrals with the two-body density matrix and the orbital values at two positions, then divides by the pair density. For a real two-electron singlet with spatial function $s$, numerator and denominator are $s\,(P\otimes P)(ws)$ and $s^2$ up to a common factor, so their quotient is the $W$ used here.

The correction takes the value at coincidence, $W(\mathbf r,\mathbf r)$, and sets a local range-separation parameter $\mu(\mathbf r)=\tfrac{\sqrt\pi}{2}W(\mathbf r,\mathbf r)$. This matches the long-range interaction $\operatorname{erf}(\mu r_{12})/r_{12}$ at $r_{12}=0$, where it equals $2\mu/\sqrt\pi$.

The expectation-value identity offers a test of such code for a two-electron singlet: normalise the pair density to integrate to one, for the single electron pair, integrate its product with $W$ over both positions, and compare with the interaction energy from the integrals and the density matrix. The two should agree up to quadrature error.

## Defining $W$ as a quotient

Another model would take $W=((P\otimes P)(ws))/s$ as the definition, with Lean's convention that division by zero gives zero. Every state would then have exactly one $W$, and the expectation value would still be preserved, because a zero of $s$ contributes nothing to either $\sum s^2W$ or $\langle s,(P\otimes P)(ws)\rangle$.

Matrix elements with another function $t$ could change, however, since $Ws$ would vanish at a node of $s$ even where the projected function doesn't. The relation in the file keeps those matrix elements right, but at such a node no $W$ satisfies it.
